# Multiplying by \(\prod_{i<k}\operatorname{sign}(x_k-x_i)\) turns antisymmetric wavefunctions on a line into symmetric ones of equal modulus

Take two particles on a line, with coordinates \(x_0\) and \(x_1\), and a complex wavefunction \(F\) with \(F(x_1,x_0)=-F(x_0,x_1)\). The function \(A(x_0,x_1)=\operatorname{sign}(x_1-x_0)\) also changes sign under the exchange, so the two signs cancel in the product \(AF\), which is symmetric. Where the particles are apart, \(A=\pm1\) and \(|AF|=|F|\). Where they meet, \(A=0\), but there antisymmetry reads \(F=-F\), so \(F=0\) and the moduli still agree.

For \(N\) particles, labelled \(0,\dots,N-1\) as in Lean's `Fin N`, the sign becomes a product over pairs,
\[
A(x)=\prod_{i<k}\operatorname{sign}(x_k-x_i).
\]
For spinless particles in one dimension, this links antisymmetric functions, such as Slater determinants, to wavefunctions of bosons that never share a position, with the same probability density in position space. Girardeau's mapping is best known for relating the energy eigenstates of impenetrable bosons to those of free fermions. No Hamiltonian appears below, and the theorems concern symmetry and modulus only.

## Particles on a line, with \(\operatorname{sign}(0)=0\)

The first hypothesis sits in the types. A configuration is a function `Fin N → ℝ`, one real coordinate per particle, and a wavefunction is any complex function of configurations. Neither continuity nor normalisability is required, and there is no spin.

```lean
import Mathlib

open Finset

namespace GirardeauMapping

noncomputable section

variable {N : ℕ}
```

Besides \(A\), called `unitAntisymm`, the argument needs the product of the differences themselves,
\[
V(x)=\prod_{i<k}(x_k-x_i),
\]
called `pairProduct`. In both, `Ioi i` is the set of labels \(k>i\).

```lean
/-- The product of all coordinate differences `x k - x i` over pairs `i < k`. -/
def pairProduct (x : Fin N → ℝ) : ℝ := ∏ i, ∏ k ∈ Ioi i, (x k - x i)

/-- The unit antisymmetric function: the product of the signs of `x k - x i` over
pairs `i < k`. -/
def unitAntisymm (x : Fin N → ℝ) : ℝ := ∏ i, ∏ k ∈ Ioi i, Real.sign (x k - x i)
```

A permutation \(\sigma\) acts by \((x\circ\sigma)_i=x_{\sigma(i)}\). Write \(s=\operatorname{sgn}(\sigma)=\pm1\). Fermionic means \(F(x\circ\sigma)=s\,F(x)\) for all \(\sigma\) and \(x\), and bosonic means \(F(x\circ\sigma)=F(x)\). The hard-core condition says that \(F\) vanishes at every configuration that is not injective, that is, wherever two particles coincide.

```lean
/-- A wavefunction is fermionic if permuting the particles multiplies it by the sign of
the permutation. -/
def IsFermionic (F : (Fin N → ℝ) → ℂ) : Prop :=
  ∀ (σ : Equiv.Perm (Fin N)) (x : Fin N → ℝ),
    F (x ∘ σ) = ((Equiv.Perm.sign σ : ℤ) : ℂ) * F x

/-- A wavefunction is bosonic if permuting the particles leaves it unchanged. -/
def IsBosonic (F : (Fin N → ℝ) → ℂ) : Prop :=
  ∀ (σ : Equiv.Perm (Fin N)) (x : Fin N → ℝ), F (x ∘ σ) = F x

/-- The hard-core condition: the wavefunction vanishes whenever two particles coincide. -/
def IsHardCore (F : (Fin N → ℝ) → ℂ) : Prop :=
  ∀ x : Fin N → ℝ, ¬ Function.Injective x → F x = 0

/-- The Girardeau map multiplies a wavefunction by the unit antisymmetric function. -/
def girardeauMap (F : (Fin N → ℝ) → ℂ) (x : Fin N → ℝ) : ℂ := (unitAntisymm x : ℂ) * F x
```

The antisymmetry of \(A\) needs no assumption beyond the line. It is inherited from \(V\), which is the determinant of the Vandermonde matrix with entries \(x_i^{\,j}\). Permuting the particles permutes the rows, so \(V(x\circ\sigma)=s\,V(x)\). The proof applies `Matrix.det_permute` and then rewrites both determinants as products.

```lean
/-- The pair product is antisymmetric under all permutations of the particles. -/
theorem pairProduct_perm (σ : Equiv.Perm (Fin N)) (x : Fin N → ℝ) :
    pairProduct (x ∘ σ) = ((Equiv.Perm.sign σ : ℤ) : ℝ) * pairProduct x := by
  -- the pair product is a Vandermonde determinant, whose rows are permuted by σ
  have h := Matrix.det_permute σ (Matrix.vandermonde x)
  have h' : (Matrix.vandermonde x).submatrix σ id = Matrix.vandermonde (x ∘ σ) := rfl
  rw [h', Matrix.det_vandermonde, Matrix.det_vandermonde] at h
  exact h
```

Since \(\operatorname{sign}(r)\,r=|r|\) for every real \(r\), multiplying over all pairs gives \(A(x)V(x)=|V(x)|\). In Lean, `key` is the one-factor identity, checked for negative, zero and positive \(r\).

```lean
/-- Multiplying the pair product by the unit antisymmetric function gives its modulus. -/
theorem unitAntisymm_mul_pairProduct (x : Fin N → ℝ) :
    unitAntisymm x * pairProduct x = |pairProduct x| := by
  have key : ∀ r : ℝ, Real.sign r * r = |r| := by
    intro r
    rcases lt_trichotomy r 0 with h | h | h
    · rw [Real.sign_of_neg h, abs_of_neg h]; ring
    · simp [h]
    · rw [Real.sign_of_pos h, abs_of_pos h]; ring
  simp only [unitAntisymm, pairProduct, Finset.abs_prod, ← Finset.prod_mul_distrib, key]
```

Apply this identity at \(x\circ\sigma\) and at \(x\):
\[
s\,A(x\circ\sigma)V(x)=A(x\circ\sigma)V(x\circ\sigma)=|V(x\circ\sigma)|=|V(x)|=A(x)V(x).
\]
If \(V(x)\neq0\), cancelling it and multiplying by \(s\) gives \(A(x\circ\sigma)=s\,A(x)\). If \(V(x)=0\), some difference is zero, hence \(A(x)=0\). Then \(V(x\circ\sigma)=s\,V(x)=0\) as well, and \(A(x\circ\sigma)=0\) for the same reason. The proof makes the same case split. Its local lemma `zero` passes from \(V=0\) to \(A=0\), and the nonzero case is finished separately for \(s=1\) and \(s=-1\).

```lean
/-- The unit antisymmetric function changes by the sign of the permutation when the
particles are permuted. -/
theorem unitAntisymm_perm (σ : Equiv.Perm (Fin N)) (x : Fin N → ℝ) :
    unitAntisymm (x ∘ σ) = ((Equiv.Perm.sign σ : ℤ) : ℝ) * unitAntisymm x := by
  have zero : ∀ y : Fin N → ℝ, pairProduct y = 0 → unitAntisymm y = 0 := by
    intro y hy
    unfold pairProduct at hy
    obtain ⟨i, hi, h⟩ := Finset.prod_eq_zero_iff.1 hy
    obtain ⟨k, hk, h⟩ := Finset.prod_eq_zero_iff.1 h
    exact Finset.prod_eq_zero hi (Finset.prod_eq_zero hk (by rw [h, Real.sign_zero]))
  by_cases hV : pairProduct x = 0
  · -- at a coincidence both sides vanish
    rw [zero x hV, zero (x ∘ σ) (by rw [pairProduct_perm, hV, mul_zero]), mul_zero]
  · -- otherwise the pair product can be cancelled
    have h1 := unitAntisymm_mul_pairProduct (x ∘ σ)
    have h2 := unitAntisymm_mul_pairProduct x
    rw [pairProduct_perm] at h1
    have hs : ((Equiv.Perm.sign σ : ℤ) : ℝ) = 1 ∨ ((Equiv.Perm.sign σ : ℤ) : ℝ) = -1 := by
      rcases Int.units_eq_one_or (Equiv.Perm.sign σ) with h | h <;> simp [h]
    apply mul_right_cancel₀ hV
    rcases hs with hs | hs <;> rw [hs] at h1 ⊢ <;>
      simp only [neg_mul, one_mul, mul_neg, abs_neg] at h1 ⊢ <;> linarith
```

The construction uses the order of the line. In two or more dimensions two particles can be exchanged continuously without meeting, so a function with values \(\pm1\) that is continuous away from coincidences cannot change sign under the exchange. An antisymmetric sign can still be defined there, for instance by comparing positions lexicographically, but it jumps at configurations where the particles are apart.

The convention \(\operatorname{sign}(0)=0\) is a choice. With \(\operatorname{sign}(0)=1\), \(A\) would be \(\pm1\) everywhere, so the moduli would agree for every \(F\) and the map would always be its own inverse. The price is that \(A\) would no longer be antisymmetric at coincidences, where exchanging the two coinciding particles leaves both the configuration and the nonzero value of \(A\) unchanged.

## No two particles at the same point

Injectivity of \(x\) means that all particles sit at different positions. By hand it enters through \(V(x)\neq0\). From \(AV=|V|\),
\[
A^2V^2=|V|^2=V^2,
\]
and cancelling \(V^2\) gives \(A(x)^2=1\). The proof obtains \(V\neq0\) from the Vandermonde determinant and cancels in the same way.

```lean
/-- When no two particles coincide, the unit antisymmetric function squares to one. -/
theorem unitAntisymm_mul_self {x : Fin N → ℝ} (hx : Function.Injective x) :
    unitAntisymm x * unitAntisymm x = 1 := by
  have hV : pairProduct x ≠ 0 := by
    have h := Matrix.det_vandermonde_ne_zero_iff.2 hx
    rw [Matrix.det_vandermonde] at h
    exact h
  have h := unitAntisymm_mul_pairProduct x
  apply mul_right_cancel₀ (mul_ne_zero hV hV)
  calc unitAntisymm x * unitAntisymm x * (pairProduct x * pairProduct x)
      = (unitAntisymm x * pairProduct x) * (unitAntisymm x * pairProduct x) := by ring
    _ = 1 * (pairProduct x * pairProduct x) := by rw [h, abs_mul_abs_self, one_mul]
```

At a coincidence \(A=0\), so \(A^2=0\) and the conclusion is false. For \(AF\) to have the same modulus as \(F\) at every configuration, or for a second application of the map to return \(F\), \(F\) must therefore vanish at the coincidences.

## Antisymmetry under every permutation

For fermions this vanishing follows from the exchange symmetry itself. Suppose \(x_i=x_j\) with \(i\neq j\), and let \(\tau\) swap \(i\) and \(j\). Then \(x\circ\tau=x\), while \(\operatorname{sgn}(\tau)=-1\), so \(F(x)=-F(x)\) and \(F(x)=0\). This is the Pauli principle for spinless particles in position space. In the proof, `hswap` records that the configuration is unchanged, and the last line solves \(F=-F\).

```lean
/-- A fermionic wavefunction vanishes whenever two particles coincide. -/
theorem IsFermionic.isHardCore {F : (Fin N → ℝ) → ℂ} (hF : IsFermionic F) :
    IsHardCore F := by
  intro x hx
  simp only [Function.Injective, not_forall] at hx
  obtain ⟨i, j, hij, hne⟩ := hx
  -- exchanging the two coinciding particles does not change the configuration
  have hswap : x ∘ (Equiv.swap i j) = x := by
    funext k
    simp only [Function.comp_apply, Equiv.swap_apply_def]
    split_ifs with h1 h2
    · rw [h1, hij]
    · rw [h2, hij]
    · rfl
  have h := hF (Equiv.swap i j) x
  rw [hswap, Equiv.Perm.sign_swap hne] at h
  push_cast at h
  linear_combination h / 2
```

The main theorem uses antisymmetry twice. For the symmetry of the image,
\[
(AF)(x\circ\sigma)=s\,A(x)\cdot s\,F(x)=s^2\,(AF)(x)=(AF)(x).
\]
For the modulus, \(A(x)=\pm1\) if \(x\) is injective, and otherwise \(F(x)=0\) makes both sides zero. The theorem `girardeau_mapping` states the two conclusions together: `girardeauMap F` is bosonic, and its modulus equals that of \(F\) at every \(x\), coincidences included. In its proof `hs` is the identity \(s^2=1\), and the second half splits on injectivity.

```lean
/-- Girardeau mapping: a fermionic wavefunction is mapped to a bosonic one with the same
modulus at every configuration. -/
theorem girardeau_mapping {F : (Fin N → ℝ) → ℂ} (hF : IsFermionic F) :
    IsBosonic (girardeauMap F) ∧ ∀ x, ‖girardeauMap F x‖ = ‖F x‖ := by
  constructor
  · intro σ x
    have hs : ((Equiv.Perm.sign σ : ℤ) : ℂ) * ((Equiv.Perm.sign σ : ℤ) : ℂ) = 1 := by
      rcases Int.units_eq_one_or (Equiv.Perm.sign σ) with h | h <;> simp [h]
    unfold girardeauMap
    rw [unitAntisymm_perm, hF σ x, Complex.ofReal_mul, Complex.ofReal_intCast]
    linear_combination ((unitAntisymm x : ℂ) * F x) * hs
  · intro x
    by_cases hx : Function.Injective x
    · rcases mul_self_eq_one_iff.1 (unitAntisymm_mul_self hx) with h | h <;>
        simp [girardeauMap, h]
    · simp [girardeauMap, hF.isHardCore x hx]
```

Without antisymmetry both conclusions can fail. For \(N=2\) and \(F=1\), the image is \(\operatorname{sign}(x_1-x_0)\), which is not symmetric and has modulus \(0\) instead of \(1\) where the particles meet.

For \(N=0\) and \(N=1\) there are no pairs, so \(A=1\) as an empty product, and the identity is the only permutation. Every wavefunction is then both fermionic and bosonic, and the map does nothing.

## Vanishing where particles meet

For bosons the hard-core condition is a separate physical assumption. It stands for an infinitely strong contact repulsion, which excludes two particles from the same point. Bosonic symmetry does not supply it.

By hand it is what makes the map invertible. At an injective configuration \(A\cdot(AF)=A^2F=F\), and at a coincidence both sides are zero because \(F\) is. The proof follows these two cases.

```lean
/-- On hard-core wavefunctions the Girardeau map is its own inverse. -/
theorem girardeauMap_girardeauMap {F : (Fin N → ℝ) → ℂ} (hF : IsHardCore F) :
    girardeauMap (girardeauMap F) = F := by
  funext x
  by_cases hx : Function.Injective x
  · unfold girardeauMap
    rw [← mul_assoc, ← Complex.ofReal_mul, unitAntisymm_mul_self hx, Complex.ofReal_one,
      one_mul]
  · simp [girardeauMap, hF x hx]
```

The converse of the main theorem follows. If \(AF\) is bosonic and \(F\) is hard-core, then
\[
F(x\circ\sigma)=A(x\circ\sigma)\,(AF)(x\circ\sigma)=s\,A(x)\,(AF)(x)=s\,F(x).
\]
Hence \(F\) is fermionic exactly when its image is bosonic and \(F\) vanishes at coincidences. In the proof, `h1` and `h2` are the inversion formula at \(x\circ\sigma\) and at \(x\). The forward direction combines the two preceding theorems on fermionic functions.

```lean
/-- A wavefunction is fermionic exactly when its Girardeau image is bosonic and the wavefunction
itself vanishes whenever two particles coincide. -/
theorem isFermionic_iff (F : (Fin N → ℝ) → ℂ) :
    IsFermionic F ↔ IsBosonic (girardeauMap F) ∧ IsHardCore F := by
  refine ⟨fun hF => ⟨(girardeau_mapping hF).1, hF.isHardCore⟩, ?_⟩
  rintro ⟨hB, hC⟩ σ x
  -- recover F by applying the map a second time
  have h1 := congrFun (girardeauMap_girardeauMap hC) (x ∘ σ)
  have h2 := congrFun (girardeauMap_girardeauMap hC) x
  rw [girardeauMap, hB σ x, unitAntisymm_perm, Complex.ofReal_mul,
    Complex.ofReal_intCast] at h1
  rw [girardeauMap] at h2
  rw [← h1, ← h2, mul_assoc]
```

Without the hard-core condition the equivalence breaks. For \(N=2\), let \(F\) be \(1\) where \(x_0=x_1\) and \(0\) elsewhere. Its image is identically zero, hence bosonic, but \(F\) is not fermionic. Applying the map twice gives zero and does not return \(F\). The failure concerns values at single configurations: this \(F\) is nonzero only on a set of measure zero, so as a square-integrable state it is the zero vector. If \(F\) is continuous and \(AF\) is bosonic, the hard-core condition holds automatically, because \(F\) is antisymmetric wherever the particles are apart and, by continuity, also where they meet.

## Coordinates increasing with the label

The hypothesis `StrictMono x` says \(x_0<x_1<\dots<x_{N-1}\), so that the particles stand on the line in the order of their labels. Every difference \(x_k-x_i\) with \(i<k\) is then positive, every sign is \(1\), and \(A(x)=1\). The map leaves any \(F\) unchanged there, whatever its symmetry, and the proof evaluates the product factor by factor.

```lean
/-- In the ordered sector, where the coordinates increase with the particle label, the
Girardeau map leaves every wavefunction unchanged. -/
theorem girardeauMap_of_strictMono (F : (Fin N → ℝ) → ℂ) {x : Fin N → ℝ}
    (hx : StrictMono x) : girardeauMap F x = F x := by
  have h : unitAntisymm x = 1 :=
    Finset.prod_eq_one fun i _ => Finset.prod_eq_one fun k hk =>
      Real.sign_of_pos (sub_pos.2 (hx (Finset.mem_Ioi.1 hk)))
  rw [girardeauMap, h, Complex.ofReal_one, one_mul]
```

In other orderings the value can change. For \(N=2\) and \(x_0>x_1\), \(A=-1\) and the map reverses the sign of \(F\). The fermionic function and its bosonic image thus share their values in the ordered sector and differ in how they continue to the others.

## The pair product with a Gaussian

A concrete fermionic function is
\[
F(x)=V(x)\,e^{-\frac12\sum_i x_i^2},
\]
which is, up to normalisation, the ground state of \(N\) non-interacting spinless fermions in a harmonic trap, in oscillator units. The file defines the function and does not derive it from a trap Hamiltonian.

```lean
/-- The pair product times a Gaussian in all coordinates. -/
def trapFermi (x : Fin N → ℝ) : ℂ :=
  ((pairProduct x * Real.exp (-(∑ i, x i ^ 2) / 2) : ℝ) : ℂ)
```

The sum \(\sum_i x_i^2\) is unchanged by a permutation, so \(F\) inherits its antisymmetry from \(V\). Since \(AV=|V|\), its image is
\[
(AF)(x)=\prod_{i<k}|x_k-x_i|\;e^{-\frac12\sum_i x_i^2}.
\]
The sign changes across the coincidences have become cusps, and the zeros stay where they were. Both functions are normalised over \(\mathbb{R}^N\) by the same factor,
\[
\Bigl(N!\prod_{n=0}^{N-1}\frac{\sqrt{\pi}\,n!}{2^n}\Bigr)^{-1/2}.
\]

In the proof, `Equiv.sum_comp` gives the invariance of the Gaussian and `pairProduct_perm` supplies the sign. The second half writes \(|V|\) as the product of distances and uses `unitAntisymm_mul_pairProduct`.

```lean
/-- The pair product times a Gaussian is fermionic, and its Girardeau image is the product
of all interparticle distances times the same Gaussian. -/
theorem trapFermi_witness :
    IsFermionic (trapFermi (N := N)) ∧ ∀ x : Fin N → ℝ, girardeauMap trapFermi x =
      (((∏ i, ∏ k ∈ Ioi i, |x k - x i|) * Real.exp (-(∑ i, x i ^ 2) / 2) : ℝ) : ℂ) := by
  constructor
  · intro σ x
    have h : ∑ i, (x ∘ σ) i ^ 2 = ∑ i, x i ^ 2 := Equiv.sum_comp σ (fun i => x i ^ 2)
    unfold trapFermi
    rw [h, pairProduct_perm, mul_assoc, Complex.ofReal_mul, Complex.ofReal_intCast]
  · intro x
    have h : |pairProduct x| = ∏ i, ∏ k ∈ Ioi i, |x k - x i| := by
      simp only [pairProduct, Finset.abs_prod]
    rw [← h, ← unitAntisymm_mul_pairProduct, girardeauMap, trapFermi, mul_assoc,
      ← Complex.ofReal_mul]

end

end GirardeauMapping
```

```lean
#print axioms GirardeauMapping.unitAntisymm_mul_pairProduct
#print axioms GirardeauMapping.isFermionic_iff
#print axioms GirardeauMapping.girardeauMap_of_strictMono
```

```
'GirardeauMapping.unitAntisymm_mul_pairProduct' depends on axioms: [propext, Classical.choice, Quot.sound]
'GirardeauMapping.isFermionic_iff' depends on axioms: [propext, Classical.choice, Quot.sound]
'GirardeauMapping.girardeauMap_of_strictMono' depends on axioms: [propext, Classical.choice, Quot.sound]
```
